# Small-q limit of a plane-wave matrix element between eigenvectors with distinct energies, from the kinetic and nonlocal commutators

Q: Let me start with two sites, at positions 0 and 1, so that \(X=\mathrm{diag}(0,1)\). The Hamiltonian is

\[
H=\begin{pmatrix}3&2\\2&0\end{pmatrix},\qquad u=\tfrac{1}{\sqrt5}(2,1),\qquad w=\tfrac{1}{\sqrt5}(1,-2),
\]

with energies \(E_u=4\) and \(E_w=-1\). The plane wave is \(e^{iqX}=\mathrm{diag}(1,e^{iq})\), so \(\langle u,e^{iqX}w\rangle=\tfrac25(1-e^{iq})\). Divided by \(q\), this tends to \(-2i/5\). Where does a commutator come in?

A: Split \(H\) into a kinetic part, a local potential and a nonlocal potential, \(H=T+V_{\rm loc}+V_{\rm nl}\), with \(V_{\rm loc}=\mathrm{diag}(3,0)\) and the hopping of strength 2 shared equally between \(T\) and \(V_{\rm nl}\). Each half contributes \(-1\) to the commutator element \(\langle u,([T,X]+[V_{\rm nl},X])w\rangle=-2\). Multiplying by \(i\) and dividing by \(E_u-E_w=5\) gives \(-2i/5\) again. With \(T\) alone you would get \(-i/5\), half the true limit.

Q: And in general?

A: Let \(H\) be a finite Hermitian matrix and \(X\) a matrix of the same size, with \(Hu=E_uu\), \(Hw=E_ww\) and \(E_u\neq E_w\). Since \(H\) acts to the left on \(u\) with the same real eigenvalue,

\[
\langle u,[H,X]w\rangle=\langle u,HXw\rangle-\langle u,XHw\rangle=(E_u-E_w)\langle u,Xw\rangle .
\]

If \(V_{\rm loc}\) commutes with \(X\), then \([H,X]=[T,X]+[V_{\rm nl},X]\). Putting the identity matrix in place of \(X\) gives \(0=(E_u-E_w)\langle u,w\rangle\), so the states are orthogonal. Hence

\[
\frac{\langle u,e^{iqX}w\rangle}{q}=\frac{\langle u,w\rangle}{q}+i\langle u,Xw\rangle+O(q)
\;\longrightarrow\; i\,\frac{\langle u,([T,X]+[V_{\rm nl},X])w\rangle}{E_u-E_w}.
\]

Q: What are the states and operators in the Lean version?

A: States are complex vectors over a finite index type `n`, and operators are square matrices.

```lean
import Mathlib

open Matrix Filter Topology

namespace LongWaveKP

noncomputable section

variable {n : Type*} [Fintype n] [DecidableEq n]
```

The matrix element conjugates its left vector. Neither vector has to be normalised, and the limit scales with both.

```lean
/-- The matrix element `⟨u, A w⟩` of an operator between two states. -/
def transition (u : n → ℂ) (A : Matrix n n ℂ) (w : n → ℂ) : ℂ :=
  star u ⬝ᵥ (A *ᵥ w)

/-- The commutator `[A, B] = A B - B A`. -/
def comm (A B : Matrix n n ℂ) : Matrix n n ℂ := A * B - B * A
```

The plane wave is the true matrix exponential, with real \(q\). Nothing requires `X` to be Hermitian, although a physical position operator is.

```lean
/-- The plane-wave operator `exp(i q X)` for a real wave number `q`. -/
def planeWave (X : Matrix n n ℂ) (q : ℝ) : Matrix n n ℂ :=
  NormedSpace.exp (q • (Complex.I • X))
```

For fixed states the matrix element is linear in the operator, which is recorded separately for use with derivatives and sums.

```lean
/-- The matrix element between two fixed states, as a linear map of the operator. -/
def transitionLin (u w : n → ℂ) : Matrix n n ℂ →ₗ[ℂ] ℂ where
  toFun A := transition u A w
  map_add' A B := by simp only [transition, Matrix.add_mulVec, dotProduct_add]
  map_smul' c A := by
    simp only [transition, Matrix.smul_mulVec, dotProduct_smul, RingHom.id_apply]
```

Q: Where does Hermiticity enter?

A: In the left action. The step `hl` below takes the conjugate of the eigenvalue equation for \(u\); the rest expands the commutator and collects the two energies.

```lean
omit [DecidableEq n] in
/-- Between eigenvectors of a Hermitian `H`, the commutator `[H, X]` has the matrix element
of `X` times the energy difference. -/
theorem transition_comm {H : Matrix n n ℂ} (hH : H.IsHermitian) (X : Matrix n n ℂ)
    {u w : n → ℂ} {Eu Ew : ℝ} (hu : H *ᵥ u = (Eu : ℂ) • u) (hw : H *ᵥ w = (Ew : ℂ) • w) :
    transition u (comm H X) w = ((Eu : ℂ) - Ew) * transition u X w := by
  -- a Hermitian operator acts to the left with the same real eigenvalue
  have hl : star u ᵥ* H = (Eu : ℂ) • star u := by
    have h := congrArg star hu
    rw [Matrix.star_mulVec, hH.eq] at h
    rw [h]
    ext i
    simp
  unfold transition comm
  rw [Matrix.sub_mulVec, dotProduct_sub, ← Matrix.mulVec_mulVec, ← Matrix.mulVec_mulVec, hw,
    Matrix.dotProduct_mulVec (star u) H, hl, smul_dotProduct, Matrix.mulVec_smul,
    dotProduct_smul, smul_eq_mul, smul_eq_mul]
  ring
```

Only the total \(H\) must be Hermitian, not each part. The next lemma removes the local potential.

```lean
omit [DecidableEq n] in
/-- Between eigenvectors of a Hermitian `T + Vloc + Vnl`, with `Vloc` commuting with `X`, the
kinetic and nonlocal commutators together give the energy difference times the matrix element of
`X`. -/
theorem transition_velocity {T Vloc Vnl X : Matrix n n ℂ}
    (hH : (T + Vloc + Vnl).IsHermitian) (hloc : Commute Vloc X)
    {u w : n → ℂ} {Eu Ew : ℝ} (hu : (T + Vloc + Vnl) *ᵥ u = (Eu : ℂ) • u)
    (hw : (T + Vloc + Vnl) *ᵥ w = (Ew : ℂ) • w) :
    transition u (comm T X + comm Vnl X) w = ((Eu : ℂ) - Ew) * transition u X w := by
  rw [← transition_comm hH X hu hw]
  congr 1
  have h : Vloc * X = X * Vloc := hloc
  unfold comm
  rw [add_mul, add_mul, mul_add, mul_add, h]
  abel
```

Q: Is `Commute Vloc X` a fair description of a local potential?

A: On a real-space grid or a set of sites, yes: both matrices are diagonal there. In a truncated basis, the projected matrices of a local potential and of position generally do not commute, and then the hypothesis fails. `Vnl` stands for a part that does not act pointwise in position, such as the nonlocal part of a pseudopotential.

Q: How is the expansion in \(q\) made rigorous?

A: As a derivative at zero. The exponential has derivative \(iX\) there, and a matrix element, being linear on a finite-dimensional space, passes the derivative through. The norm chosen inside the proof only serves to apply the derivative theorem.

```lean
/-- The derivative of `⟨u, exp(i q X) w⟩` with respect to `q` at `q = 0` is `i ⟨u, X w⟩`. -/
theorem hasDerivAt_planeWave (X : Matrix n n ℂ) (u w : n → ℂ) :
    HasDerivAt (fun q : ℝ => transition u (planeWave X q) w)
      (Complex.I * transition u X w) 0 := by
  let : NormedRing (Matrix n n ℂ) := Matrix.linftyOpNormedRing
  let : NormedAlgebra ℝ (Matrix n n ℂ) := Matrix.linftyOpNormedAlgebra
  have h := hasDerivAt_exp_smul_const (x := Complex.I • X) (t := (0 : ℝ))
  rw [zero_smul, NormedSpace.exp_zero, one_mul] at h
  -- a matrix element is a continuous linear function of the operator
  have h2 := (LinearMap.toContinuousLinearMap
    ((transitionLin u w).restrictScalars ℝ)).hasFDerivAt.comp_hasDerivAt (0 : ℝ) h
  have e : transition u (Complex.I • X) w = Complex.I * transition u X w :=
    (transitionLin u w).map_smul Complex.I X
  rw [← e]
  exact h2
```

The difference quotient subtracts the value at \(q=0\). That value is \(\langle u,w\rangle\), which `h0` shows to vanish, so the quotient is exactly the element divided by \(q\).

```lean
/-- Between eigenvectors of a Hermitian `H` with distinct eigenvalues,
`⟨u, exp(i q X) w⟩ / q` tends to `i ⟨u, X w⟩` as `q` tends to zero. -/
theorem tendsto_dipole {H : Matrix n n ℂ} (hH : H.IsHermitian) (X : Matrix n n ℂ)
    {u w : n → ℂ} {Eu Ew : ℝ} (hu : H *ᵥ u = (Eu : ℂ) • u) (hw : H *ᵥ w = (Ew : ℂ) • w)
    (hE : Eu ≠ Ew) :
    Tendsto (fun q : ℝ => transition u (planeWave X q) w / (q : ℂ)) (𝓝[≠] 0)
      (𝓝 (Complex.I * transition u X w)) := by
  have hd : (Eu : ℂ) - Ew ≠ 0 := sub_ne_zero.mpr (by exact_mod_cast hE)
  -- orthogonality removes the term of order 1/q
  have h0 : transition u (planeWave X 0) w = 0 := by
    have h1 := transition_comm hH 1 hu hw
    have h2 : transition u (comm H 1) w = 0 := by simp [transition, comm]
    rw [h2] at h1
    have h3 : planeWave X 0 = 1 := by
      unfold planeWave
      rw [zero_smul, NormedSpace.exp_zero]
    rw [h3]
    exact (mul_eq_zero.mp h1.symm).resolve_left hd
  have h := (hasDerivAt_planeWave X u w).tendsto_slope_zero
  refine h.congr fun q => ?_
  rw [zero_add, h0, sub_zero, Complex.real_smul, Complex.ofReal_inv, div_eq_inv_mul]
```

Q: So the main theorem is a substitution?

A: Yes. It replaces \(\langle u,Xw\rangle\) by the commutator element over the energy difference. The filter `𝓝[≠] 0` means that \(q\) approaches zero from both sides without being zero.

```lean
/-- For eigenvectors `u`, `w` of a Hermitian `T + Vloc + Vnl` with distinct eigenvalues, and `Vloc`
commuting with `X`, the quotient `⟨u, exp(i q X) w⟩ / q` tends to `i ⟨u, ([T, X] + [Vnl, X]) w⟩ /
(Eu - Ew)` as `q` tends to zero. -/
theorem tendsto_kp {T Vloc Vnl X : Matrix n n ℂ}
    (hH : (T + Vloc + Vnl).IsHermitian) (hloc : Commute Vloc X)
    {u w : n → ℂ} {Eu Ew : ℝ} (hu : (T + Vloc + Vnl) *ᵥ u = (Eu : ℂ) • u)
    (hw : (T + Vloc + Vnl) *ᵥ w = (Ew : ℂ) • w) (hE : Eu ≠ Ew) :
    Tendsto (fun q : ℝ => transition u (planeWave X q) w / (q : ℂ)) (𝓝[≠] 0)
      (𝓝 (Complex.I * transition u (comm T X + comm Vnl X) w / ((Eu : ℂ) - Ew))) := by
  have hd : (Eu : ℂ) - Ew ≠ 0 := sub_ne_zero.mpr (by exact_mod_cast hE)
  convert tendsto_dipole hH X hu hw hE using 2
  rw [transition_velocity hH hloc hu hw, div_eq_iff hd]
  ring
```

Q: What does this have to do with GW?

A: GW uses a screened Coulomb interaction, which is commonly built from an independent-particle polarizability. In a plane-wave basis that polarizability is a matrix indexed by two reciprocal lattice vectors; its head has both equal to zero and its wings have exactly one equal to zero. At small \(q\), elements of this kind enter each term of the wings once and each term of the head as a squared modulus. The theorem supplies one such element, for two fixed states of a finite matrix Hamiltonian. It does not sum over transitions or build a dielectric matrix, and \(E_u\neq E_w\) leaves out transitions between degenerate states. The squared version follows by taking norms and squaring.

```lean
/-- Under the hypotheses of `tendsto_kp`, the squared modulus of the plane-wave element, divided by
`q²`, tends to the squared modulus of the summed kinetic and nonlocal commutator element over the
squared energy difference, as `q` tends to zero. -/
theorem tendsto_kp_sq {T Vloc Vnl X : Matrix n n ℂ}
    (hH : (T + Vloc + Vnl).IsHermitian) (hloc : Commute Vloc X)
    {u w : n → ℂ} {Eu Ew : ℝ} (hu : (T + Vloc + Vnl) *ᵥ u = (Eu : ℂ) • u)
    (hw : (T + Vloc + Vnl) *ᵥ w = (Ew : ℂ) • w) (hE : Eu ≠ Ew) :
    Tendsto (fun q : ℝ => ‖transition u (planeWave X q) w‖ ^ 2 / q ^ 2) (𝓝[≠] 0)
      (𝓝 (‖transition u (comm T X + comm Vnl X) w‖ ^ 2 / (Eu - Ew) ^ 2)) := by
  have h := (tendsto_kp hH hloc hu hw hE).norm.pow 2
  simpa only [← Complex.ofReal_sub, norm_div, norm_mul, Complex.norm_I, one_mul,
    Complex.norm_real, Real.norm_eq_abs, div_pow, sq_abs] using h
```

Q: The head of an anisotropic crystal depends on the direction of \(\mathbf q\).

A: For a direction with real components \(e_a\), the position operator becomes \(\sum_a e_aX_a\). Linearity splits its matrix element into Cartesian parts, and the commutator lemma applies to each. The vector \(e\) need not have unit length.

```lean
/-- Under the hypotheses of `tendsto_kp` for each `X a`, with the plane wave taken along `∑ a, e a •
X a`, the limit is `i / (Eu - Ew)` times the sum of the Cartesian commutator elements weighted by
the components of `e`. -/
theorem tendsto_kp_direction {ι : Type*} [Fintype ι] {T Vloc Vnl : Matrix n n ℂ}
    {X : ι → Matrix n n ℂ} (e : ι → ℝ)
    (hH : (T + Vloc + Vnl).IsHermitian) (hloc : ∀ a, Commute Vloc (X a))
    {u w : n → ℂ} {Eu Ew : ℝ} (hu : (T + Vloc + Vnl) *ᵥ u = (Eu : ℂ) • u)
    (hw : (T + Vloc + Vnl) *ᵥ w = (Ew : ℂ) • w) (hE : Eu ≠ Ew) :
    Tendsto (fun q : ℝ => transition u (planeWave (∑ a, (e a : ℂ) • X a) q) w / (q : ℂ))
      (𝓝[≠] 0) (𝓝 (Complex.I * (∑ a, (e a : ℂ) *
        transition u (comm T (X a) + comm Vnl (X a)) w) / ((Eu : ℂ) - Ew))) := by
  have hd : (Eu : ℂ) - Ew ≠ 0 := sub_ne_zero.mpr (by exact_mod_cast hE)
  have hs : transition u (∑ a, (e a : ℂ) • X a) w = ∑ a, (e a : ℂ) * transition u (X a) w := by
    change transitionLin u w (∑ a, (e a : ℂ) • X a) = _
    rw [map_sum]
    exact Finset.sum_congr rfl fun a _ => (transitionLin u w).map_smul _ _
  convert tendsto_dipole hH (∑ a, (e a : ℂ) • X a) hu hw hE using 2
  rw [hs, div_eq_iff hd, mul_assoc, Finset.sum_mul]
  congr 1
  refine Finset.sum_congr rfl fun a _ => ?_
  rw [transition_velocity hH (hloc a) hu hw]
  ring
```

Q: But in a crystal, position is not a periodic operator, and the two states sit at \(\mathbf k\) and \(\mathbf k+\mathbf q\). Yours stay fixed.

A: That is a real restriction. A different model would take a family \(H(k)\) acting on cell-periodic states and study \(\langle u_k,w_{k+q}\rangle/q\). For nondegenerate levels and a differentiable choice of phase, first-order perturbation theory gives \(\langle u_k,H'(k)w_k\rangle/(E_w-E_u)\). No position matrix would be needed, but the eigenvectors would depend on \(q\), and their differentiability would become part of the problem.

Q: Then back to the two sites. Is that example in the file?

A: It is, with unnormalised vectors \((2,1)\) and \((1,-2)\), so its matrix elements are 5 times those we computed at the start.

```lean
/-- Position operator of a two-site model, with sites at 0 and 1. -/
def siteX : Matrix (Fin 2) (Fin 2) ℂ := !![0, 0; 0, 1]

/-- Hopping between the two sites. -/
def hop : Matrix (Fin 2) (Fin 2) ℂ := !![0, 1; 1, 0]

/-- A local potential that acts on the first site. -/
def onsite : Matrix (Fin 2) (Fin 2) ℂ := !![3, 0; 0, 0]
```

The first theorem checks Hermiticity, the commutation and both eigenvalue equations entry by entry.

```lean
/-- The two-site model with `T = Vnl = hop` and `Vloc = onsite` is Hermitian, its local
potential commutes with position, and `(2, 1)` and `(1, -2)` are eigenvectors with
eigenvalues 4 and -1. -/
theorem tendsto_kp_witness :
    (hop + onsite + hop).IsHermitian ∧ Commute onsite siteX ∧
    (hop + onsite + hop) *ᵥ ![2, 1] = ((4 : ℝ) : ℂ) • ![2, 1] ∧
    (hop + onsite + hop) *ᵥ ![1, -2] = ((-1 : ℝ) : ℂ) • ![1, -2] := by
  refine ⟨?_, ?_, ?_, ?_⟩
  · ext i j
    fin_cases i <;> fin_cases j <;> simp [hop, onsite]
  · change onsite * siteX = siteX * onsite
    ext i j
    fin_cases i <;> fin_cases j <;> simp [onsite, siteX, Matrix.mul_apply, Fin.sum_univ_succ]
  · ext i
    fin_cases i <;> simp [hop, onsite, Matrix.mulVec, dotProduct, Fin.sum_univ_succ] <;> norm_num
  · ext i
    fin_cases i <;> simp [hop, onsite, Matrix.mulVec, dotProduct, Fin.sum_univ_succ] <;> norm_num
```

The second shows that the kinetic commutator alone gives the wrong limit here. If it gave the right one, uniqueness of limits would force it to equal the full commutator element. The code finds \(-5\) for the first and \(-10\) for the second, which are \(-1\) and \(-2\) for normalised states.

```lean
/-- In the two-site model the kinetic commutator alone does not give the limit of
`⟨u, exp(i q X) w⟩ / q`. -/
theorem kinetic_only_fails :
    ¬ Tendsto (fun q : ℝ => transition ![2, 1] (planeWave siteX q) ![1, -2] / (q : ℂ)) (𝓝[≠] 0)
      (𝓝 (Complex.I * transition ![2, 1] (comm hop siteX) ![1, -2] /
        (((4 : ℝ) : ℂ) - ((-1 : ℝ) : ℂ)))) := by
  intro h
  obtain ⟨hH, hloc, hu, hw⟩ := tendsto_kp_witness
  have e := tendsto_nhds_unique h (tendsto_kp hH hloc hu hw (by norm_num))
  have hd : ((4 : ℝ) : ℂ) - ((-1 : ℝ) : ℂ) ≠ 0 := by norm_num
  have e2 := mul_left_cancel₀ Complex.I_ne_zero ((div_left_inj' hd).mp e)
  -- the full commutator element is twice the kinetic one, which equals -5
  have hk : transition ![2, 1] (comm hop siteX) ![1, -2] = -5 := by
    have h2 : (starRingEnd ℂ) 2 = 2 := map_ofNat (starRingEnd ℂ) 2
    simp [transition, comm, hop, siteX, Matrix.mulVec, dotProduct, Fin.sum_univ_succ]
    norm_num [h2]
  have ha : transition ![2, 1] (comm hop siteX + comm hop siteX) ![1, -2] = -5 + -5 := by
    rw [← hk]
    exact (transitionLin ![2, 1] ![1, -2]).map_add _ _
  rw [hk, ha] at e2
  norm_num at e2

end

end LongWaveKP
```

```lean
#print axioms LongWaveKP.tendsto_kp_sq
#print axioms LongWaveKP.tendsto_kp_direction
#print axioms LongWaveKP.kinetic_only_fails
```

```
'LongWaveKP.tendsto_kp_sq' depends on axioms: [propext, Classical.choice, Quot.sound]
'LongWaveKP.tendsto_kp_direction' depends on axioms: [propext, Classical.choice, Quot.sound]
'LongWaveKP.kinetic_only_fails' depends on axioms: [propext, Classical.choice, Quot.sound]
```
